# Enlarging a correlation domain never raises the optimised Hylleraas energy when the zeroth-order matrix is positive definite

## Are the energies of nested domains always ordered?

Take two first-order amplitudes, collected in a vector $x=(x_1,x_2)$, and the functional $J(x)=x\cdot Ax+2\,x\cdot b$ with

$$A=\begin{pmatrix}2&1\\1&2\end{pmatrix},\qquad b=\begin{pmatrix}1\\1\end{pmatrix}.$$

If only the first amplitude may be non-zero, the best choice is $u=(-\tfrac12,0)$, with $J(u)=-\tfrac12$. If both are free, the solution of $Ay=-b$ is $y=(-\tfrac13,-\tfrac13)$, with $J(y)=-\tfrac23$. With no amplitudes at all the energy is $0$. The first amplitude changes when the second is released, yet the energies come out in order: $-\tfrac23\le-\tfrac12\le0$.

In local second-order perturbation theory I restrict the amplitudes to domains in the same way, and I expect the same order: a larger domain gives an energy that is lower or equal, and never below the full second-order energy. I would like to see this made rigorous for arbitrary nested domains and checked by machine. Which assumptions about $A$ and about the restricted amplitudes are enough?

## Yes: the energy difference is a quadratic form in the amplitude error

Two assumptions are enough: the matrix $A$ is positive definite, and each restricted amplitude vector lies in its domain and has a residual orthogonal to that domain. For the order alone, a symmetric positive semidefinite $A$ would do, provided the solutions exist; definiteness also gives existence, uniqueness and the equality case. In the example, $Au+b=(0,\tfrac12)$, which is orthogonal to the first axis. The energy difference is $J(u)-J(y)=\tfrac16$, and this is exactly $(u-y)\cdot A(u-y)$ with $u-y=(-\tfrac16,\tfrac13)$. The general argument rests on that identity.

### From orthogonal residuals to the energy chain

Let $A$ be a real positive definite matrix, hence symmetric, and $b$ a real vector. Let $U\subseteq W$ be linear subspaces of the amplitude space. Suppose that $u\in U$ and $w\in W$ satisfy

$$v\cdot(Au+b)=0\ \text{ for all } v\in U,\qquad v\cdot(Aw+b)=0\ \text{ for all } v\in W.$$

**The energy as a coupling.** Since $u$ itself lies in $U$, we may put $v=u$. This gives $u\cdot Au=-u\cdot b$, and therefore

$$J(u)=-u\cdot b+2\,u\cdot b=u\cdot b.$$

**The gap.** Let $x\in W$ and $d=x-w$, which is again in $W$. Expanding $J(w+d)$ gives

$$J(x)=w\cdot Aw+w\cdot Ad+d\cdot Aw+d\cdot Ad+2\,w\cdot b+2\,d\cdot b.$$

By symmetry $w\cdot Ad=d\cdot Aw$, so

$$J(x)=J(w)+2\,d\cdot(Aw+b)+d\cdot Ad.$$

The middle term vanishes because the residual is orthogonal to $W$. What remains is

$$J(x)=J(w)+(x-w)\cdot A(x-w).$$

**The three inequalities.** Let $Ay=-b$ and $E_2=y\cdot b$. The residual of $y$ is zero, so $y$ solves the problem on the full space and $J(y)=E_2$. The gap identity is now used three times:

- on the full space with $x=w$: $J(w)=E_2+(w-y)\cdot A(w-y)$;
- on $W$ with $x=u$: $J(u)=J(w)+(u-w)\cdot A(u-w)$;
- on $U$ with $x=0$: $0=J(0)=J(u)+u\cdot Au$.

All three quadratic terms are non-negative, hence $E_2\le J(w)\le J(u)\le0$.

**Equality.** If $J(w)=J(u)$, then $(u-w)\cdot A(u-w)=0$, and positive definiteness gives $u=w$. An energy that stays the same on enlargement therefore means amplitudes that stay the same.

**Existence and uniqueness.** Send $u\in U$ to the linear functional $v\mapsto v\cdot Au$ on $U$. If this functional is zero, then $u\cdot Au=0$ and $u=0$, so the map is injective. Since $U$ and its dual have the same finite dimension, the map is also surjective, and some $u$ is sent to $v\mapsto-v\cdot b$. That $u$ is a solution. If $s$ is another solution in $U$, the gap identity used both ways gives $J(s)=J(u)$, hence $s=u$.

**Minimisers.** The gap identity shows that a solution minimises $J$ on its domain. Conversely, let $u$ minimise $J$ on $U$ and let $s$ be the solution there. Then $J(s)+(u-s)\cdot A(u-s)=J(u)\le J(s)$, which forces $u=s$.

**Full recovery.** If $J(w)=E_2=J(y)$, the equality case on the full space gives $w=y$, so $y\in W$. If $y\in W$, then $J(w)\le J(y)=E_2$ by minimality, while $E_2\le J(w)$ always holds.

### The Lean file

```lean
import Mathlib

open Matrix

namespace HylleraasDomains

noncomputable section

variable {n : Type*} [Fintype n] {A : Matrix n n ℝ} {b u w y : n → ℝ}
  {U W : Submodule ℝ (n → ℝ)}

/-- The Hylleraas functional `J(x) = x·Ax + 2 x·b` of the amplitude vector `x`. -/
def hylleraas (A : Matrix n n ℝ) (b x : n → ℝ) : ℝ :=
  x ⬝ᵥ A *ᵥ x + 2 * (x ⬝ᵥ b)

/-- The amplitude vector `u` lies in the domain `U`, and its residual `Au + b` is
orthogonal to `U`. -/
structure DomainSolution (A : Matrix n n ℝ) (b : n → ℝ)
    (U : Submodule ℝ (n → ℝ)) (u : n → ℝ) : Prop where
  mem : u ∈ U
  residual : ∀ v ∈ U, v ⬝ᵥ (A *ᵥ u + b) = 0

/-- The bilinear form of a positive definite real matrix is symmetric. -/
theorem form_symm (hA : A.PosDef) (x z : n → ℝ) :
    x ⬝ᵥ A *ᵥ z = z ⬝ᵥ A *ᵥ x := by
  have hT : Aᴴ = A := hA.isHermitian
  rw [Matrix.conjTranspose_eq_transpose_of_trivial] at hT
  have hx : x ᵥ* A = A *ᵥ x := by
    rw [← Matrix.vecMul_transpose, hT]
  rw [Matrix.dotProduct_mulVec, hx, dotProduct_comm]

/-- For positive definite `A`, the quadratic form `x·Ax` is never negative, and it vanishes only for
`x = 0`. -/
theorem form_nonneg (hA : A.PosDef) (x : n → ℝ) :
    0 ≤ x ⬝ᵥ A *ᵥ x ∧ (x ⬝ᵥ A *ᵥ x = 0 → x = 0) := by
  by_cases hx : x = 0
  · subst hx
    simp
  · have h := hA.dotProduct_mulVec_pos hx
    rw [star_trivial] at h
    exact ⟨h.le, fun h0 => absurd h0 h.ne'⟩

/-- An amplitude vector with `Ay = -b` solves the domain problem on the full space. -/
theorem exact_solution (hy : A *ᵥ y = -b) : DomainSolution A b ⊤ y :=
  ⟨Submodule.mem_top, fun v _ => by rw [hy, neg_add_cancel, dotProduct_zero]⟩

/-- For a domain solution the Hylleraas functional equals `u·b`. -/
theorem hylleraas_eq_coupling (hu : DomainSolution A b U u) :
    hylleraas A b u = u ⬝ᵥ b := by
  have h := hu.residual u hu.mem
  rw [dotProduct_add] at h
  unfold hylleraas
  linarith

/-- For positive definite `A` and any `x` in a domain, the functional at `x` exceeds its value at
the domain solution `w` by exactly the quadratic form of the amplitude error `x - w`. -/
theorem hylleraas_gap (hA : A.PosDef) (hw : DomainSolution A b W w)
    {x : n → ℝ} (hx : x ∈ W) :
    hylleraas A b x = hylleraas A b w + (x - w) ⬝ᵥ A *ᵥ (x - w) := by
  -- the error vector lies in the domain, so the residual is orthogonal to it
  have hr := hw.residual (x - w) (W.sub_mem hx hw.mem)
  have hs := form_symm hA x w
  simp only [sub_dotProduct, dotProduct_add] at hr
  simp only [hylleraas, Matrix.mulVec_sub, dotProduct_sub, sub_dotProduct]
  linarith

/-- **Local correlation domains.** For positive definite `A` and nested domains `U ≤ W` the
functional at the solution in `U` equals `u·b`, and `E2 ≤ J(w) ≤ J(u) ≤ 0`, where `E2 = y·b` and `Ay
= -b`. -/
theorem domain_energy_chain (hA : A.PosDef) (hy : A *ᵥ y = -b) (hUW : U ≤ W)
    (hu : DomainSolution A b U u) (hw : DomainSolution A b W w) :
    hylleraas A b u = u ⬝ᵥ b ∧ y ⬝ᵥ b ≤ hylleraas A b w ∧
      hylleraas A b w ≤ hylleraas A b u ∧ hylleraas A b u ≤ 0 := by
  have hex := exact_solution hy
  refine ⟨hylleraas_eq_coupling hu, ?_, ?_, ?_⟩
  · -- compare `w` with the exact amplitudes on the full space
    have g := hylleraas_gap hA hex (x := w) Submodule.mem_top
    have e := hylleraas_eq_coupling hex
    linarith [(form_nonneg hA (w - y)).1]
  · -- `u` is a trial vector for the larger domain
    have g := hylleraas_gap hA hw (hUW hu.mem)
    linarith [(form_nonneg hA (u - w)).1]
  · -- the zero vector is a trial vector for every domain
    have g := hylleraas_gap hA hu U.zero_mem
    have z : hylleraas A b 0 = 0 := by simp [hylleraas]
    linarith [(form_nonneg hA (0 - u)).1]

/-- For positive definite `A`, enlarging a domain leaves the energy unchanged exactly when it leaves
the amplitudes unchanged. -/
theorem energy_eq_iff (hA : A.PosDef) (hUW : U ≤ W)
    (hu : DomainSolution A b U u) (hw : DomainSolution A b W w) :
    hylleraas A b w = hylleraas A b u ↔ w = u := by
  constructor
  · intro h
    have g := hylleraas_gap hA hw (hUW hu.mem)
    have z := (form_nonneg hA (u - w)).2 (by linarith)
    exact (sub_eq_zero.1 z).symm
  · intro h
    rw [h]

/-- For positive definite `A`, every domain has exactly one domain solution. -/
theorem existsUnique_solution (hA : A.PosDef) (b : n → ℝ) (U : Submodule ℝ (n → ℝ)) :
    ∃! u, DomainSolution A b U u := by
  -- the matrix restricted to the domain, as a map into the dual space
  let T : U →ₗ[ℝ] Module.Dual ℝ U :=
    LinearMap.mk₂ ℝ (fun u v : U => (v : n → ℝ) ⬝ᵥ A *ᵥ (u : n → ℝ))
      (by intro u₁ u₂ v; simp [Matrix.mulVec_add, dotProduct_add])
      (by intro c u v; simp [Matrix.mulVec_smul, dotProduct_smul])
      (by intro u v₁ v₂; simp [add_dotProduct])
      (by intro c u v; simp [smul_dotProduct])
  let f : Module.Dual ℝ U :=
    { toFun := fun v => -((v : n → ℝ) ⬝ᵥ b)
      map_add' := by
        intro v₁ v₂
        simp only [Submodule.coe_add, add_dotProduct]
        ring
      map_smul' := by
        intro c v
        simp only [Submodule.coe_smul, smul_dotProduct, smul_eq_mul, RingHom.id_apply]
        ring }
  have hinj : Function.Injective T := by
    refine (injective_iff_map_eq_zero T).2 fun v hv => ?_
    have h0 : (v : n → ℝ) ⬝ᵥ A *ᵥ (v : n → ℝ) = 0 := LinearMap.congr_fun hv v
    exact Subtype.ext ((form_nonneg hA (v : n → ℝ)).2 h0)
  -- equal dimensions turn injectivity into solvability
  have hsurj : Function.Surjective T :=
    (LinearMap.injective_iff_surjective_of_finrank_eq_finrank
      (Subspace.dual_finrank_eq (K := ℝ) (V := U)).symm).1 hinj
  obtain ⟨u, hu⟩ := hsurj f
  have hsol : DomainSolution A b U (u : n → ℝ) := by
    refine ⟨u.2, fun v hv => ?_⟩
    have h : v ⬝ᵥ A *ᵥ (u : n → ℝ) = -(v ⬝ᵥ b) := LinearMap.congr_fun hu ⟨v, hv⟩
    rw [dotProduct_add, h, neg_add_cancel]
  refine ⟨u, hsol, fun s (hs : DomainSolution A b U s) => ?_⟩
  have g₁ := hylleraas_gap hA hsol hs.mem
  have g₂ := hylleraas_gap hA hs hsol.mem
  exact (energy_eq_iff hA le_rfl hsol hs).1 (by
    linarith [(form_nonneg hA (s - u)).1, (form_nonneg hA ((u : n → ℝ) - s)).1])

/-- For positive definite `A`, a vector of the domain is the domain solution exactly when it
minimises the Hylleraas functional over the domain. -/
theorem solution_iff_minimiser (hA : A.PosDef) (hu : u ∈ U) :
    DomainSolution A b U u ↔ ∀ x ∈ U, hylleraas A b u ≤ hylleraas A b x := by
  constructor
  · intro h x hx
    have g := hylleraas_gap hA h hx
    linarith [(form_nonneg hA (x - u)).1]
  · intro h
    obtain ⟨s, hs', _⟩ := existsUnique_solution hA b U
    have hs : DomainSolution A b U s := hs'
    have g := hylleraas_gap hA hs hu
    have l := h s hs.mem
    have z := (form_nonneg hA (u - s)).2
      (le_antisymm (by linarith) (form_nonneg hA (u - s)).1)
    rw [sub_eq_zero.1 z]
    exact hs

/-- For positive definite `A` and `Ay = -b`, the solution in a domain recovers the full energy `E2 =
y·b` exactly when the domain contains the exact amplitude vector `y`. -/
theorem full_recovery_iff (hA : A.PosDef) (hy : A *ᵥ y = -b)
    (hw : DomainSolution A b W w) :
    hylleraas A b w = y ⬝ᵥ b ↔ y ∈ W := by
  have hex := exact_solution hy
  have e := hylleraas_eq_coupling hex
  constructor
  · intro h
    have hyw : y = w := (energy_eq_iff hA le_top hw hex).1 (by linarith)
    rw [hyw]
    exact hw.mem
  · intro h
    have g₁ := hylleraas_gap hA hw h
    have g₂ := hylleraas_gap hA hex (x := w) Submodule.mem_top
    linarith [(form_nonneg hA (y - w)).1, (form_nonneg hA (w - y)).1]

end

end HylleraasDomains
```

```lean
#print axioms HylleraasDomains.domain_energy_chain
-- 'HylleraasDomains.domain_energy_chain' depends on axioms: [propext, Classical.choice, Quot.sound]
#print axioms HylleraasDomains.energy_eq_iff
-- 'HylleraasDomains.energy_eq_iff' depends on axioms: [propext, Classical.choice, Quot.sound]
#print axioms HylleraasDomains.solution_iff_minimiser
-- 'HylleraasDomains.solution_iff_minimiser' depends on axioms: [propext, Classical.choice, Quot.sound]
#print axioms HylleraasDomains.full_recovery_iff
-- 'HylleraasDomains.full_recovery_iff' depends on axioms: [propext, Classical.choice, Quot.sound]
```

### What the theorems say about amplitudes and domains

The index type `n` is any finite type; its elements label the excited configurations of an orthonormal basis. An amplitude vector is a function `n → ℝ`, `⬝ᵥ` is the dot product and `*ᵥ` applies a matrix to a vector. The matrix `A` stands for the zeroth-order Hamiltonian minus the zeroth-order energy of the reference, restricted to the excited configurations, and `b` for their coupling to the reference through the perturbation. With this convention the amplitude equations read $Ay=-b$, and the functional carries a factor $2$ on the coupling term.

The hypothesis `A.PosDef` says that every state in the excited space has a zeroth-order energy above that of the reference. It is assumed here. In Mathlib it includes that the matrix is Hermitian, which for real entries means symmetric.

A domain is a `Submodule ℝ (n → ℝ)`, that is, any linear subspace, and nesting is written `U ≤ W`. It need not be spanned by basis configurations. The structure `DomainSolution A b U u` has two fields: `mem` says that the amplitudes lie in the domain, and `residual` says that $Au+b$ is orthogonal to it. Both matter, since orthogonality alone would leave the part of $u$ outside the domain undetermined.

The main theorem, `domain_energy_chain`, reads: if `A` is positive definite, `y` solves $Ay=-b$, `U` is contained in `W`, and `u` and `w` are the respective domain solutions, then $J(u)=u\cdot b$ and $E_2\le J(w)\le J(u)\le0$. Here $E_2$ appears as `y ⬝ᵥ b`. The remaining theorems state the equality case (`energy_eq_iff`), existence and uniqueness (`existsUnique_solution`), the equivalence with minimisation (`solution_iff_minimiser`) and the condition for recovering all of $E_2$ (`full_recovery_iff`).

For local second-order perturbation theory with real amplitudes in a finite basis, a fixed positive definite `A` and a fixed `b`, this means that the domain error $J(u)-E_2$ is never negative. The theorems do not construct `A` and `b` from a molecular Hamiltonian, do not compare domains of which neither contains the other, and give no rate at which the error shrinks. They also place no bound on the exact correlation energy, which may lie on either side of $E_2$.

### How the lemmas follow the derivation

`form_symm` moves `A` from one side of the dot product to the other, using that its transpose is itself. `form_nonneg` packs two facts together: the quadratic form is non-negative, and it vanishes only at zero. The first serves the inequalities, the second the equality cases.

`hylleraas_eq_coupling` is the test with $v=u$. It uses no positivity. In `hylleraas_gap`, the line `hr` is the orthogonality of the residual to $x-w$ and `hs` is the symmetry $x\cdot Aw=w\cdot Ax$. After `simp only` has expanded all products, the identity is linear in the remaining scalars, and `linarith` adds up the terms as in the expansion above.

`exact_solution` turns $Ay=-b$ into a domain solution on `⊤`, the full space. The three bullets in `domain_energy_chain` are then the three uses of the gap identity, each closed by the non-negativity of its quadratic term.

In `existsUnique_solution`, `T` is the map from the domain to its dual and `f` is the functional $v\mapsto-v\cdot b$. The step `hinj` proves injectivity from positive definiteness, and `hsurj` obtains surjectivity from the equal dimensions. Uniqueness comes from two gap identities and `energy_eq_iff`, applied with both domains equal. The last two theorems follow the arguments given above: `solution_iff_minimiser` obtains its comparison vector `s` from the existence theorem, and `full_recovery_iff` compares `w` with `y` on the full space.

### Defining the restricted amplitudes as minimisers

`DomainSolution` could also have been defined by minimality: $u\in U$ and $J(u)\le J(x)$ for all $x\in U$. The inequalities $J(w)\le J(u)\le0$ would then be immediate, because $u$ is a trial vector in $W$ and $0$ is one in $U$. The work would move to the formula $J(u)=u\cdot b$, which needs the stationarity condition derived from minimality. For positive definite `A` the two definitions agree, by `solution_iff_minimiser`. The residual version is closer to the equations that a program solves.

### Projected equations in a local calculation

In a calculation, the domain can be described by a matrix $B$ whose linearly independent columns span $U$; they may be non-orthogonal, as with projected atomic orbitals once linear dependencies have been removed. Writing $u=Bc$ turns the residual condition into

$$(B^{\mathsf T}AB)\,c=-B^{\mathsf T}b,$$

and the energy is $c\cdot B^{\mathsf T}b$. If the equations are solved iteratively, the two energy expressions $x\cdot b$ and $J(x)$ can differ before convergence. For a trial vector $x\in U$, the error of $x\cdot b$ is $(x-u)\cdot b$, linear in the amplitude error, while the error of $J(x)$ is the quadratic form $(x-u)\cdot A(x-u)$. Evaluating $J$ therefore gives an upper bound to the converged domain energy at every iteration.

The chain also provides a test of an implementation. With `A` positive definite and the orbitals and integrals held fixed, passing to a domain that contains the old one must not raise the converged energy by more than the numerical tolerance. If nearly dependent vectors are discarded by a threshold, this containment has to be checked. If the orbitals or the integral approximations change along with the domains, `A` and `b` can change too, and the theorem no longer guarantees the order.
